# The potential step across a neutral planar charge layer, field-free on one side, is its dipole per area over $\varepsilon$

Poisson's equation on a closed interval needs a decision about its form and about the two edges, where the field is prescribed or read off. Here $x$ is the coordinate normal to a surface, and the layer occupies $a \le x \le b$, with $a$ on the inner side and $b$ on the vacuum side. It carries a charge density $\rho(x)$ that depends on $x$ alone, in a medium of constant permittivity $\varepsilon$. The potential $\phi$ and its slope $\phi'$ are given as two separate functions, both continuous on the closed interval. The slope is required to be the derivative of $\phi$ only for $a < x < b$, and the equation is imposed there in the displacement form

$$(\varepsilon\phi')' = -\rho .$$

The edge values $\phi'(a)$ and $\phi'(b)$ are then limits from inside the layer, and nothing is assumed about $\phi$ beyond the edges. The electric field is $-\phi'$, so "no field at $a$" means $\phi'(a) = 0$. For constant $\varepsilon > 0$ the equation is the same as $\phi'' = -\rho/\varepsilon$. The displacement form avoids a division, so that parts (a) and (c) hold for every real $\varepsilon$. At $\varepsilon = 0$, which has no physical meaning here, it forces $\rho = 0$ inside the layer.

```lean
import Mathlib

open Set MeasureTheory

namespace SurfaceDipole

noncomputable section
```

In `PlanarPoisson`, the functions `rho`, `phi`, `dphi` are $\rho$, $\phi$, $\phi'$, the set `Icc a b` is the closed interval and `Ioo a b` the open one, and `HasDerivAt f y x` says that $f$ has derivative $y$ at $x$. Continuity of $\rho$ excludes ideal charge sheets and densities with a jump, such as a sharply cut-off positive background. A position-dependent permittivity is excluded as well.

```lean
/-- Planar electrostatics on `[a, b]`: charge density `rho`, potential `phi` and its slope `dphi`
are continuous, `phi' = dphi` inside, and Poisson's equation `(eps * phi')' = -rho` holds inside. -/
structure PlanarPoisson (eps a b : ℝ) (rho phi dphi : ℝ → ℝ) : Prop where
  rho_cont : ContinuousOn rho (Icc a b)
  phi_cont : ContinuousOn phi (Icc a b)
  dphi_cont : ContinuousOn dphi (Icc a b)
  slope : ∀ x ∈ Ioo a b, HasDerivAt phi (dphi x) x
  poisson : ∀ x ∈ Ioo a b, HasDerivAt (fun y => eps * dphi y) (-rho x) x
```

The net charge per area and the dipole per area about an origin $c$ are

$$Q = \int_a^b \rho\,dx, \qquad p(c) = \int_a^b (x-c)\,\rho\,dx .$$

For a neutral layer, a positive $p$ means that the centre of the positive charge lies at larger $x$, towards the vacuum, than the centre of the negative charge. For a charged layer the sign of $p(c)$ depends on the origin $c$.

```lean
/-- Net charge per unit area of the layer `[a, b]`. -/
def charge (a b : ℝ) (rho : ℝ → ℝ) : ℝ := ∫ x in a..b, rho x

/-- Dipole moment per unit area of the layer `[a, b]`, taken about the origin `c`. -/
def dipole (a b : ℝ) (rho : ℝ → ℝ) (c : ℝ) : ℝ := ∫ x in a..b, (x - c) * rho x
```

The work function is $W = -e\phi_{\rm vac} - E_F$, where $-e$ is the electron charge, $-e\phi_{\rm vac}$ is the energy of an electron at rest at the vacuum potential $\phi_{\rm vac}$, and $E_F$ is the Fermi level on the same energy scale. The Fermi level is an input number and is not computed from any electronic model.

```lean
/-- Work function: the energy `-e * phiVac` of an electron at the vacuum potential minus the
Fermi level `EF`. -/
def workFunction (e phiVac EF : ℝ) : ℝ := -e * phiVac - EF
```

All parts assume $a \le b$. At $a = b$ every integral vanishes and the statements remain true, trivially.

## (a) Gauss's law for the layer

Show that $\varepsilon\,[\phi'(b) - \phi'(a)] = -Q$.

The function $\varepsilon\phi'$ is continuous on $[a,b]$ and has the continuous derivative $-\rho$ inside. Integrating Poisson's equation from $a$ to $b$ gives

$$\varepsilon\phi'(b) - \varepsilon\phi'(a) = \int_a^b (-\rho)\,dx = -Q .$$

No division occurs, so `gauss_law` holds for every real `eps`. The step `key` is the fundamental theorem of calculus in the version `integral_eq_sub_of_hasDerivAt_of_le`, which asks for continuity on the closed interval (`hc`), a derivative on the open one (`h.poisson`) and an integrable derivative (from `hr`). These are the three things that the model supplies. Pulling the minus sign out of the integral finishes the proof.

```lean
variable {eps a b : ℝ} {rho phi dphi : ℝ → ℝ}

/-- Gauss's law for the layer: `eps` times the change of slope of the potential is minus the
net charge per area. -/
theorem gauss_law (hab : a ≤ b) (h : PlanarPoisson eps a b rho phi dphi) :
    eps * (dphi b - dphi a) = -charge a b rho := by
  have hc : ContinuousOn (fun y => eps * dphi y) (Icc a b) := continuousOn_const.mul h.dphi_cont
  have hr : ContinuousOn (fun x => -rho x) (Icc a b) := h.rho_cont.neg
  have key : ∫ x in a..b, -rho x = eps * dphi b - eps * dphi a :=
    intervalIntegral.integral_eq_sub_of_hasDerivAt_of_le hab hc h.poisson
      (hr.intervalIntegrable_of_Icc hab)
  rw [intervalIntegral.integral_neg] at key
  unfold charge
  linarith
```

## (b) No field on the far side if and only if the layer is neutral

Let $\varepsilon > 0$ and $\phi'(a) = 0$. Show that $\phi'(b) = 0$ exactly when $Q = 0$.

With $\phi'(a) = 0$, part (a) reads $\varepsilon\phi'(b) = -Q$. If $\phi'(b) = 0$ the left side vanishes, and so $Q = 0$. If $Q = 0$ then $\varepsilon\phi'(b) = 0$, and since $\varepsilon \neq 0$ the slope vanishes.

The hypothesis $\phi'(a) = 0$ stands for an interior that is screened, as in a metal, and it is assumed, not derived. In the proof, `hg` becomes $\varepsilon\phi'(b) = -Q$ after the first rewrite. The second direction splits the vanishing product with `mul_eq_zero` and discards the case $\varepsilon = 0$ by `heps.ne'`. Here and later, positivity of $\varepsilon$ enters the proofs only through $\varepsilon \neq 0$.

```lean
/-- If the field vanishes at `a`, it vanishes at `b` exactly when the layer is neutral. -/
theorem field_free_iff_neutral (heps : 0 < eps) (hab : a ≤ b)
    (h : PlanarPoisson eps a b rho phi dphi) (ha : dphi a = 0) :
    dphi b = 0 ↔ charge a b rho = 0 := by
  have hg := gauss_law hab h
  rw [ha, sub_zero] at hg
  constructor
  · intro hb
    rw [hb, mul_zero] at hg
    linarith
  · intro hq
    rw [hq, neg_zero] at hg
    exact (mul_eq_zero.mp hg).resolve_left heps.ne'
```

## (c) The step for any charge and any origin

Show that for every origin $c$, with no condition on $Q$ or on the edge fields,

$$\varepsilon\,[\phi(b) - \phi(a)] = p(c) + \varepsilon\,[(b-c)\phi'(b) - (a-c)\phi'(a)] .$$

This is an integration by parts, written through an antiderivative. Define $G(x) = \varepsilon\phi(x) - (x-c)\,\varepsilon\phi'(x)$. Inside the layer the product rule and Poisson's equation give

$$G' = \varepsilon\phi' - \varepsilon\phi' - (x-c)(\varepsilon\phi')' = (x-c)\,\rho .$$

Since $G$ is continuous on $[a,b]$, $p(c) = G(b) - G(a)$, that is

$$p(c) = \varepsilon[\phi(b) - \phi(a)] - \varepsilon[(b-c)\phi'(b) - (a-c)\phi'(a)],$$

and moving the last bracket across gives the claim.

In `step_general`, `hc` is the continuity of $G$ and `hd` its derivative, assembled from `d1` for $\varepsilon\phi$, `d2` for $x - c$ and `h.poisson` for $\varepsilon\phi'$. The `ring` call inside `hd` performs the cancellation of the two terms $\varepsilon\phi'$. The step `key` is $p(c) = G(b) - G(a)$ by the same theorem as in (a). Again `eps` is any real number.

```lean
/-- For any charge and any origin `c`, `eps` times the potential step is the dipole about `c`
plus the boundary terms `eps * (x - c) * phi'` at the two ends. -/
theorem step_general (hab : a ≤ b) (h : PlanarPoisson eps a b rho phi dphi) (c : ℝ) :
    eps * (phi b - phi a)
      = dipole a b rho c + eps * ((b - c) * dphi b - (a - c) * dphi a) := by
  have hx : ContinuousOn (fun y : ℝ => y - c) (Icc a b) := by fun_prop
  have h1 : ContinuousOn (fun y => eps * phi y) (Icc a b) := continuousOn_const.mul h.phi_cont
  have h2 : ContinuousOn (fun y => eps * dphi y) (Icc a b) := continuousOn_const.mul h.dphi_cont
  have hc : ContinuousOn (fun y => eps * phi y - (y - c) * (eps * dphi y)) (Icc a b) :=
    h1.sub (hx.mul h2)
  have hr : ContinuousOn (fun x => (x - c) * rho x) (Icc a b) := hx.mul h.rho_cont
  -- `eps * phi - (x - c) * eps * phi'` is an antiderivative of `(x - c) * rho`
  have hd : ∀ x ∈ Ioo a b,
      HasDerivAt (fun y => eps * phi y - (y - c) * (eps * dphi y)) ((x - c) * rho x) x := by
    intro x hxI
    have d1 : HasDerivAt (fun y => eps * phi y) (eps * dphi x) x := (h.slope x hxI).const_mul eps
    have d2 : HasDerivAt (fun y : ℝ => y - c) 1 x := (hasDerivAt_id' x).sub_const c
    refine HasDerivAt.congr_deriv (d1.fun_sub (d2.fun_mul (h.poisson x hxI))) ?_
    ring
  have key : ∫ x in a..b, (x - c) * rho x
      = (eps * phi b - (b - c) * (eps * dphi b)) - (eps * phi a - (a - c) * (eps * dphi a)) :=
    intervalIntegral.integral_eq_sub_of_hasDerivAt_of_le hab hc hd
      (hr.intervalIntegrable_of_Icc hab)
  unfold dipole
  rw [key]
  ring
```

## (d) How the dipole moves with the origin

For continuous $\rho$ and two origins $c$, $c'$, show that $p(c') = p(c) - (c'-c)\,Q$.

Write $x - c' = (x-c) - (c'-c)$ and split the integral:

$$p(c') = \int_a^b (x-c)\rho\,dx - (c'-c)\int_a^b \rho\,dx = p(c) - (c'-c)\,Q .$$

No potential is involved, and `dipole_shift` accordingly assumes only `hrho`, the continuity of $\rho$. The identity `hf` is the rewriting of the integrand. Splitting the integral by `integral_sub` requires each term to be integrable, which follows from the continuity statements `h1` and `h2`.

```lean
/-- Moving the origin from `c` to `c'` changes the dipole by `-(c' - c)` times the net charge. -/
theorem dipole_shift (hab : a ≤ b) (hrho : ContinuousOn rho (Icc a b)) (c c' : ℝ) :
    dipole a b rho c' = dipole a b rho c - (c' - c) * charge a b rho := by
  have hx : ContinuousOn (fun y : ℝ => y - c) (Icc a b) := by fun_prop
  have h1 : ContinuousOn (fun x => (x - c) * rho x) (Icc a b) := hx.mul hrho
  have h2 : ContinuousOn (fun x => (c' - c) * rho x) (Icc a b) := continuousOn_const.mul hrho
  have hf : (fun x => (x - c') * rho x) = fun x => (x - c) * rho x - (c' - c) * rho x := by
    funext x
    ring
  unfold dipole charge
  rw [hf, intervalIntegral.integral_sub (h1.intervalIntegrable_of_Icc hab)
    (h2.intervalIntegrable_of_Icc hab), intervalIntegral.integral_const_mul]
```

## (e) Origin independence if and only if the layer is neutral

For continuous $\rho$, show that $p(c) = p(c')$ for all $c, c'$ exactly when $Q = 0$.

If $Q = 0$, part (d) gives $p(c') = p(c)$ at once. Conversely, suppose that $p$ is the same about all origins. Two origins one length unit apart suffice: part (d) with $c = 0$, $c' = 1$ gives $p(1) = p(0) - Q$, and $p(0) = p(1)$ leaves $Q = 0$.

The proof of `dipole_origin_independent_iff` takes these two directions in the opposite order, with `h1` and `h2` the two equations at origins $0$ and $1$.

```lean
/-- The dipole of a continuous layer is the same about every origin exactly when the layer is
neutral. -/
theorem dipole_origin_independent_iff (hab : a ≤ b) (hrho : ContinuousOn rho (Icc a b)) :
    (∀ c c', dipole a b rho c = dipole a b rho c') ↔ charge a b rho = 0 := by
  constructor
  · intro hall
    have h1 := dipole_shift hab hrho 0 1
    have h2 := hall 0 1
    linarith
  · intro hq c c'
    rw [dipole_shift hab hrho c c', hq, mul_zero, sub_zero]
```

## (f) The step across a neutral layer

Let $\varepsilon > 0$, $Q = 0$ and $\phi'(a) = 0$. Show that $\phi'(b) = 0$, that

$$\phi(b) - \phi(a) = \frac{1}{\varepsilon}\int_a^b x\,\rho\,dx ,$$

and that the integral equals $p(c)$ for every origin $c$.

Part (b) gives $\phi'(b) = 0$. Take $c = 0$ in part (c). Both boundary terms, $b\,\phi'(b)$ and $a\,\phi'(a)$, vanish, so $\varepsilon[\phi(b) - \phi(a)] = p(0) = \int_a^b x\rho\,dx$, and division by $\varepsilon$ gives the step. Part (e) gives $p(c) = p(0)$ for all $c$.

The theorem `neutral_layer_step` states the three conclusions as one conjunction, for any $\rho$, $\phi$, $\phi'$ that satisfy `PlanarPoisson`. It takes a solution as given and does not construct one from $\rho$. In the proof, `hb` comes from (b), `h0` identifies $p(0)$ with the integral of $x\rho$, `hs` is (c) at the origin $0$ with both slopes replaced by zero, and `eq_div_iff` clears the denominator. The last branch applies (e).

Averaging the three-dimensional Poisson equation over a surface unit cell produces an equation of this one-dimensional form, with $\varepsilon$ the vacuum permittivity and $\rho$ the plane-averaged charge of electrons and ions together. The result then relates the step $\phi(b) - \phi(a)$ of the plane-averaged potential in a slab calculation to the first moment of $\rho$, as long as $\rho$ is continuous, its total between $a$ and $b$ is zero, and $a$ is a plane where the averaged field vanishes. The density is an input: it may come from a self-consistent calculation, but the theorem does not determine it. Only the electrostatic potential appears, with no exchange or correlation term.

```lean
/-- For a neutral layer with no field at `a`: there is no field at `b`, the potential step is
`1 / eps` times the integral of `x * rho`, and this integral is the dipole about every origin. -/
theorem neutral_layer_step (heps : 0 < eps) (hab : a ≤ b)
    (h : PlanarPoisson eps a b rho phi dphi) (hq : charge a b rho = 0) (ha : dphi a = 0) :
    dphi b = 0 ∧ phi b - phi a = 1 / eps * ∫ x in a..b, x * rho x ∧
      ∀ c, dipole a b rho c = ∫ x in a..b, x * rho x := by
  have hb : dphi b = 0 := (field_free_iff_neutral heps hab h ha).mpr hq
  have h0 : dipole a b rho 0 = ∫ x in a..b, x * rho x := by
    simp only [dipole, sub_zero]
  refine ⟨hb, ?_, fun c => ?_⟩
  · -- both boundary terms vanish
    have hs := step_general hab h 0
    rw [ha, hb, h0] at hs
    rw [one_div, ← div_eq_inv_mul, eq_div_iff heps.ne']
    linarith
  · rw [← h0]
    exact (dipole_origin_independent_iff hab h.rho_cont).mpr hq c 0
```

## (g) A charged layer and the dipole about the far edge

Let $\varepsilon > 0$ and $\phi'(a) = 0$, with $Q$ arbitrary. Show that $\phi(b) - \phi(a) = p(b)/\varepsilon$.

Choose $c = b$ in part (c). The term $(b-c)\phi'(b)$ vanishes because $b - c = 0$, whatever the field at $b$, and the term $(a-c)\phi'(a)$ vanishes because $\phi'(a) = 0$. What remains is $\varepsilon[\phi(b) - \phi(a)] = p(b)$.

For $Q \neq 0$ the origin matters, by (e), and by (b) a field remains at $b$, so $\phi(b)$ does not represent a flat vacuum level. In `charged_layer_step` the rewrite with `ha` and `sub_self` removes the two boundary terms in the way just described.

```lean
/-- For a layer of any net charge with no field at `a`, the potential step is the dipole about
the far edge `b` divided by `eps`. -/
theorem charged_layer_step (heps : 0 < eps) (hab : a ≤ b)
    (h : PlanarPoisson eps a b rho phi dphi) (ha : dphi a = 0) :
    phi b - phi a = dipole a b rho b / eps := by
  have hs := step_general hab h b
  rw [ha, sub_self] at hs
  rw [eq_div_iff heps.ne']
  linarith
```

## (h) The Helmholtz relation for the work function

A second layer on $[\tilde a, \tilde b]$ has density $\tilde\rho$, potential $\tilde\phi$ and dipole $\tilde p$, with the same $\varepsilon > 0$. Both layers are neutral and have no field at their inner edge. Assume $\tilde\phi(\tilde a) = \phi(a)$ and a common $E_F$, and take $\phi(b)$ and $\tilde\phi(\tilde b)$ as the vacuum potentials, with work functions $W$ and $\tilde W$. Show that for any origins $c$, $c'$,

$$\tilde W - W = -\frac{e}{\varepsilon}\,[\tilde p(c') - p(c)] .$$

The Fermi level cancels, $\tilde W - W = -e[\tilde\phi(\tilde b) - \phi(b)]$. By (f), $\phi(b) = \phi(a) + p(c)/\varepsilon$ and $\tilde\phi(\tilde b) = \tilde\phi(\tilde a) + \tilde p(c')/\varepsilon$. The inner potentials are equal and cancel in the difference, which leaves the claim. For $e > 0$, an added dipole with its positive end towards the vacuum lowers the work function.

Equal inner potential and equal $E_F$ stand for two surfaces of the same bulk metal, with $a$ and $\tilde a$ at equivalent planes of the bulk. The same bulk alone is not enough, because the plane-averaged potential of a crystal can take different values at two planes where its slope vanishes, such as a maximum and a minimum. Both equalities are hypotheses, expressed by `hin` and by the single variable `EF`. Using $\phi(b)$ as vacuum potential supposes that no charge lies beyond $b$. In adsorption problems the dipole change is often written as coverage times a dipole per adsorbate; the theorem starts from two given densities and makes no statement on how their dipole difference depends on coverage.

In the Lean statement a prime marks the second layer, so `phi'` is $\tilde\phi$ and `dphi'` its slope, and `e` is any real number. After both dipoles are rewritten as integrals of $x\rho$ and $x\tilde\rho$, `linear_combination` adds $-e$ times the second step, $e$ times the first step and $-e$ times the equality of inner potentials.

```lean
/-- Helmholtz relation: two neutral layers, field-free on the inner side, with equal inner
potential and Fermi level, differ in work function by `-e / eps` times the dipole difference,
each dipole taken about any origin. -/
theorem helmholtz_work_function_shift {a' b' : ℝ} {rho' phi' dphi' : ℝ → ℝ} (heps : 0 < eps)
    (hab : a ≤ b) (hab' : a' ≤ b') (h : PlanarPoisson eps a b rho phi dphi)
    (h' : PlanarPoisson eps a' b' rho' phi' dphi') (hq : charge a b rho = 0)
    (hq' : charge a' b' rho' = 0) (ha : dphi a = 0) (ha' : dphi' a' = 0)
    (hin : phi' a' = phi a) (e EF c c' : ℝ) :
    workFunction e (phi' b') EF - workFunction e (phi b) EF
      = -e / eps * (dipole a' b' rho' c' - dipole a b rho c) := by
  obtain ⟨-, h1, h2⟩ := neutral_layer_step heps hab h hq ha
  obtain ⟨-, h1', h2'⟩ := neutral_layer_step heps hab' h' hq' ha'
  rw [h2 c, h2' c']
  unfold workFunction
  linear_combination (-e) * h1' + e * h1 - e * hin
```

## (i) An explicit neutral layer with nonzero dipole

In dimensionless units, let $\rho(x) = x$ on $[-1,1]$ and $\varepsilon > 0$, with

$$\phi(x) = \frac{x - x^3/3}{2\varepsilon}, \qquad \phi'(x) = \frac{1-x^2}{2\varepsilon} .$$

Show that these functions satisfy the model, that $Q = 0$ and $\phi'(-1) = 0$, and that $p(0) = 2/3$.

All three functions are polynomials and hence continuous. Differentiating $x - x^3/3$ gives $1 - x^2$, so the second function is the slope of the first. Next, $\varepsilon\phi' = (1-x^2)/2$ has derivative $-x = -\rho$. The charge is $\int_{-1}^1 x\,dx = \tfrac12(1 - 1) = 0$, the slope at $-1$ is $(1-1)/2\varepsilon = 0$, and $p(0) = \int_{-1}^1 x^2\,dx = 2/3$. Every assumption of (f) is therefore met by a layer whose dipole is not zero. The step that (f) assigns to it, $2/(3\varepsilon)$, agrees with $\phi(1) - \phi(-1) = (\tfrac23 + \tfrac23)/2\varepsilon$, although the theorem below stops at the dipole and does not state this value.

```lean
/-- Potential of the model layer `rho x = x` on `[-1, 1]`. -/
def modelPotential (eps x : ℝ) : ℝ := (x - x ^ 3 / 3) / (2 * eps)

/-- Slope of the potential of the model layer. -/
def modelSlope (eps x : ℝ) : ℝ := (1 - x ^ 2) / (2 * eps)
```

The proof of `neutral_layer_witness` opens the five fields of `PlanarPoisson` and the three remaining claims. Continuity is settled by `fun_prop`. The slope uses the derivative $3x^2$ of $x^3$, and Poisson's equation uses `hf`, which cancels $\varepsilon$ to reach $(1-y^2)/2$, followed by the derivative $2x$ of $x^2$. The two integrals are evaluated by `integral_id` and `integral_pow`.

```lean
/-- The layer `rho x = x` on `[-1, 1]` with the model potential solves Poisson's equation, is
neutral, has no field at `-1`, and carries the dipole `2 / 3`. -/
theorem neutral_layer_witness (heps : 0 < eps) :
    PlanarPoisson eps (-1) 1 (fun x => x) (modelPotential eps) (modelSlope eps) ∧
      charge (-1) 1 (fun x => x) = 0 ∧ modelSlope eps (-1) = 0 ∧
      dipole (-1) 1 (fun x => x) 0 = 2 / 3 := by
  have hne := heps.ne'
  refine ⟨⟨by fun_prop, ?_, ?_, fun x _ => ?_, fun x _ => ?_⟩, ?_, ?_, ?_⟩
  · unfold modelPotential
    fun_prop
  · unfold modelSlope
    fun_prop
  · have hp : HasDerivAt (fun y : ℝ => y ^ 3) (3 * x ^ 2) x := by simpa using hasDerivAt_pow 3 x
    unfold modelPotential modelSlope
    refine HasDerivAt.congr_deriv
      (((hasDerivAt_id' x).fun_sub (hp.div_const 3)).div_const (2 * eps)) ?_
    ring
  · have hp : HasDerivAt (fun y : ℝ => y ^ 2) (2 * x) x := by simpa using hasDerivAt_pow 2 x
    have hf : (fun y => eps * modelSlope eps y) = fun y : ℝ => (1 - y ^ 2) / 2 := by
      funext y
      unfold modelSlope
      field_simp
    rw [hf]
    refine HasDerivAt.congr_deriv ((hp.const_sub 1).div_const 2) ?_
    ring
  · unfold charge
    rw [integral_id]
    norm_num
  · simp [modelSlope]
  · have hf : (fun x : ℝ => (x - 0) * x) = fun x => x ^ 2 := by
      funext x
      ring
    show ∫ x in (-1 : ℝ)..1, (x - 0) * x = 2 / 3
    rw [hf, integral_pow]
    norm_num

end

end SurfaceDipole
```

```lean
#print axioms SurfaceDipole.charged_layer_step
#print axioms SurfaceDipole.helmholtz_work_function_shift
```

```
'SurfaceDipole.charged_layer_step' depends on axioms: [propext, Classical.choice, Quot.sound]
'SurfaceDipole.helmholtz_work_function_shift' depends on axioms: [propext, Classical.choice, Quot.sound]
```
